# Up to a fixed correlation order k, the product operators of N spins 1/2 span a space of dimension polynomial in N

**Q:** Before I believe any dimension formula, I want the definitions. What is a product operator here?

**A:** It starts as a label $p$, which assigns to each site $i$ one of the numbers 0, 1, 2, 3, standing for the identity, $x$, $y$, $z$. In Lean, `Fin N` is the set of sites and `Fin 4` the set of four choices.

```lean
import Mathlib

open Finset

namespace RestrictedLiouvilleSpace

noncomputable section

/-- A label of a product operator of `N` spins 1/2: each site carries
`0`, `1`, `2` or `3`, standing for the identity, x, y or z. -/
abbrev Label (N : ℕ) := Fin N → Fin 4
```

The active spins of $p$ are the sites with $p_i \neq 0$, and their number is the correlation order.

```lean
/-- The spins on which a product operator has a non-identity factor. -/
def activeSpins {N : ℕ} (p : Label N) : Finset (Fin N) :=
  univ.filter fun i => p i ≠ 0

/-- The correlation order: the number of non-identity factors. -/
def correlationOrder {N : ℕ} (p : Label N) : ℕ := (activeSpins p).card
```

**Q:** So far that is bookkeeping. Where are the operators?

**A:** Each label is turned into a matrix. Write $\sigma_0 = 1$ and $\sigma_1,\sigma_2,\sigma_3$ for the Pauli matrices. A Zeeman product state is a function $a$ from sites to `Fin 2`, and the product operator $P_p$ has the entries
$$(P_p)_{ab} = \prod_i (\sigma_{p_i})_{a_i b_i}.$$
This is the tensor product of the single-spin factors, a $2^N \times 2^N$ complex matrix.

```lean
/-- The identity and the three Pauli matrices of a single spin 1/2. -/
def pauli : Fin 4 → Matrix (Fin 2) (Fin 2) ℂ :=
  ![1, !![0, 1; 1, 0], !![0, -Complex.I; Complex.I, 0], !![1, 0; 0, -1]]

/-- The product operator with label `p`, as a matrix on the `2 ^ N` Zeeman
product states: the tensor product of its single-spin factors. -/
def productOp {N : ℕ} (p : Label N) :
    Matrix (Fin N → Fin 2) (Fin N → Fin 2) ℂ :=
  Matrix.of fun a b => ∏ i, pauli (p i) (a i) (b i)
```

**Q:** NMR texts use $I_x = \sigma_x/2$.

**A:** That rescales each $P_p$ by a nonzero number and leaves every span unchanged. The operators orthonormal under the trace are $2^{-N/2}P_p$.

The restricted Liouville space is then the complex span of all $P_p$ of order at most $k$. Its dimension, `Module.finrank`, is that of an actual space of matrices, so it has to be proved equal to the number of labels.

```lean
/-- The restricted Liouville space: the complex span of all product operators
with at most `k` non-identity factors. -/
def restrictedSpace (N k : ℕ) :
    Submodule ℂ (Matrix (Fin N → Fin 2) (Fin N → Fin 2) ℂ) :=
  Submodule.span ℂ
    (Set.range fun p : {p : Label N // correlationOrder p ≤ k} => productOp p.1)
```

**Q:** Show me the counting by hand first.

**A:** Fix a set $s$ of active spins. Each site in $s$ has three choices and every other site has one, so $s$ carries $3^{|s|}$ labels. There are $\binom{N}{j}$ sets of size $j$, which gives $\binom{N}{j}3^j$ labels of order $j$. Adding the orders up to $k$ gives
$$D(N,k) = \sum_{j=0}^{k} \binom{N}{j} 3^j .$$

The Lean proof takes the same three steps. The first lemma writes the labels with active set $s$ as a product of independent choices, `Fintype.piFinset`, and multiplies the sizes.

```lean
/-- Exactly `3 ^ |s|` labels have `s` as their set of active spins. -/
theorem card_activeSpins_eq {N : ℕ} (s : Finset (Fin N)) :
    (univ.filter fun p : Label N => activeSpins p = s).card = 3 ^ s.card := by
  -- the choices at different sites are independent
  have h : (univ.filter fun p : Label N => activeSpins p = s) =
      Fintype.piFinset fun i => if i ∈ s then univ.erase (0 : Fin 4) else {0} := by
    ext p
    simp only [mem_filter, mem_univ, true_and, Fintype.mem_piFinset,
      Finset.ext_iff, activeSpins]
    refine forall_congr' fun i => ?_
    by_cases hi : i ∈ s <;> simp [hi]
  have hc : ∀ i : Fin N, (if i ∈ s then univ.erase (0 : Fin 4) else {0}).card =
      if i ∈ s then 3 else 1 := by
    intro i
    split_ifs <;> rfl
  rw [h, Fintype.card_piFinset, Finset.prod_congr rfl fun i _ => hc i]
  simp [Finset.prod_ite_mem]
```

The next two sort labels into classes and add the class sizes, first by active set and then by order. Both use `card_eq_sum_card_fiberwise`.

```lean
/-- Exactly `C(N, j) 3 ^ j` labels have correlation order `j`. -/
theorem card_order_eq (N j : ℕ) :
    (univ.filter fun p : Label N => correlationOrder p = j).card =
      N.choose j * 3 ^ j := by
  -- sort the labels by their set of active spins
  rw [Finset.card_eq_sum_card_fiberwise (f := activeSpins)
    (t := powersetCard j univ) (fun p hp => by
      have hp' := (mem_filter.1 (mem_coe.1 hp)).2
      exact mem_coe.2 (mem_powersetCard.2 ⟨subset_univ _, hp'⟩))]
  have h : ∀ s ∈ powersetCard j (univ : Finset (Fin N)),
      ((univ.filter fun p : Label N => correlationOrder p = j).filter
        fun p => activeSpins p = s).card = 3 ^ j := by
    intro s hs
    have hs' := (mem_powersetCard.1 hs).2
    rw [← hs', ← card_activeSpins_eq s]
    congr 1
    ext p
    simp only [mem_filter, mem_univ, true_and]
    exact ⟨And.right, fun hp => ⟨by rw [correlationOrder, hp], hp⟩⟩
  rw [Finset.sum_congr rfl h, sum_const, card_powersetCard, card_univ,
    Fintype.card_fin, smul_eq_mul]

/-- The number of labels of correlation order at most `k` is the sum of `C(N, j) 3 ^ j` over
`j ≤ k`. -/
theorem card_order_le (N k : ℕ) :
    (univ.filter fun p : Label N => correlationOrder p ≤ k).card =
      ∑ j ∈ range (k + 1), N.choose j * 3 ^ j := by
  rw [Finset.card_eq_sum_card_fiberwise (f := correlationOrder)
    (t := range (k + 1)) (fun p hp => by
      have hp' := (mem_filter.1 (mem_coe.1 hp)).2
      exact mem_coe.2 (mem_range.2 (Nat.lt_succ_of_le hp')))]
  refine Finset.sum_congr rfl fun j hj => ?_
  have hj' : j ≤ k := Nat.le_of_lt_succ (mem_range.1 hj)
  rw [← card_order_eq]
  congr 1
  ext p
  simp only [mem_filter, mem_univ, true_and]
  exact ⟨And.right, fun hp => ⟨hp.trans_le hj', hp⟩⟩
```

**Q:** Different labels could still give linearly dependent matrices.

**A:** The trace rules that out. Writing out the matrix product,
$$\operatorname{Tr}(P_pP_q) = \sum_{a,b}\prod_i (\sigma_{p_i})_{a_ib_i}(\sigma_{q_i})_{b_ia_i} = \prod_i \operatorname{Tr}(\sigma_{p_i}\sigma_{q_i}),$$
because each $a_i$ and $b_i$ is summed independently. For one spin, $\operatorname{Tr}(\sigma_m\sigma_n) = 2\delta_{mn}$. If $p=q$ the product is $2^N$; if they differ at some site, that site contributes a zero factor. In the proof, `single` checks the sixteen one-spin cases and `factor` is the exchange of sum and product.

```lean
/-- Product operators are orthogonal under the trace: the trace of a product of
two of them is `2 ^ N` if they coincide and zero otherwise. -/
theorem trace_productOp_mul {N : ℕ} (p q : Label N) :
    (productOp p * productOp q).trace = if p = q then (2 : ℂ) ^ N else 0 := by
  have single : ∀ m n : Fin 4,
      (pauli m * pauli n).trace = if m = n then (2 : ℂ) else 0 := by
    intro m n
    fin_cases m <;> fin_cases n <;>
      norm_num [pauli, Matrix.trace_fin_two, Matrix.mul_apply, Fin.sum_univ_succ]
  -- the trace factorises over the spins
  have factor : (productOp p * productOp q).trace =
      ∏ i, (pauli (p i) * pauli (q i)).trace := by
    simp only [Matrix.trace, Matrix.diag_apply, Matrix.mul_apply, productOp,
      Matrix.of_apply, Finset.prod_univ_sum, Fintype.piFinset_univ,
      Finset.prod_mul_distrib]
  rw [factor]
  by_cases h : p = q
  · subst h
    simp [single]
  · obtain ⟨i, hi⟩ := Function.ne_iff.1 h
    rw [if_neg h]
    exact Finset.prod_eq_zero (mem_univ i) (by rw [single, if_neg hi])
```

Now suppose $\sum_p g_pP_p = 0$. Multiplying by $P_q$ and taking the trace leaves $2^N g_q = 0$, so every coefficient vanishes.

```lean
/-- The product operators of `N` spins 1/2 are linearly independent. -/
theorem linearIndependent_productOp (N : ℕ) :
    LinearIndependent ℂ (productOp : Label N → _) := by
  refine Fintype.linearIndependent_iff.2 fun g hg q => ?_
  -- project on one operator with the trace
  have h := congrArg (fun M => (M * productOp q).trace) hg
  simpa [Finset.sum_mul, Matrix.trace_sum, trace_productOp_mul] using h
```

A subset of an independent family is independent, and the dimension of its span is its number of members. Hence the restricted space has dimension $D(N,k)$.

```lean
/-- The dimension of the restricted Liouville space is the sum of
`C(N, j) 3 ^ j` over the correlation orders `j ≤ k`. -/
theorem finrank_restrictedSpace (N k : ℕ) :
    Module.finrank ℂ (restrictedSpace N k) =
      ∑ j ∈ range (k + 1), N.choose j * 3 ^ j := by
  have h := (linearIndependent_productOp N).comp
    (fun p : {p : Label N // correlationOrder p ≤ k} => p.1)
    Subtype.val_injective
  rw [← card_order_le, ← Fintype.card_subtype]
  exact finrank_span_eq_card h
```

**Q:** And the polynomial bound?

**A:** Choosing $j$ sites in order without repetition can be done in $j!\binom{N}{j}$ ways, which is at most $N^j$. So $\binom{N}{j} \le N^j$. Also $\binom{k}{j} \ge 1$ for $j \le k$. Therefore
$$D(N,k) \le \sum_{j=0}^{k} (3N)^j \le \sum_{j=0}^{k}\binom{k}{j}(3N)^j = (1+3N)^k .$$
Lean expands the right-hand side with `add_pow` and compares term by term.

```lean
/-- The dimension of the restricted Liouville space is at most
`(1 + 3 N) ^ k`, a polynomial of degree `k` in the number of spins. -/
theorem finrank_restrictedSpace_le (N k : ℕ) :
    Module.finrank ℂ (restrictedSpace N k) ≤ (1 + 3 * N) ^ k := by
  rw [finrank_restrictedSpace, add_comm 1 (3 * N), add_pow]
  refine Finset.sum_le_sum fun j hj => ?_
  have hj' : j ≤ k := Nat.le_of_lt_succ (mem_range.1 hj)
  have h1 : N.choose j ≤ N ^ j := by
    calc N.choose j ≤ j.factorial * N.choose j :=
          Nat.le_mul_of_pos_left _ j.factorial_pos
      _ = N.descFactorial j := (Nat.descFactorial_eq_factorial_mul_choose N j).symm
      _ ≤ N ^ j := Nat.descFactorial_le_pow N j
  -- compare with the binomial expansion term by term
  calc N.choose j * 3 ^ j ≤ N ^ j * 3 ^ j := Nat.mul_le_mul_right _ h1
    _ = (3 * N) ^ j * 1 ^ (k - j) := by rw [mul_pow, one_pow]; ring
    _ ≤ (3 * N) ^ j * 1 ^ (k - j) * k.choose j :=
        Nat.le_mul_of_pos_right _ (Nat.choose_pos hj')
```

**Q:** If I raise $k$ far enough, do I recover all of Liouville space?

**A:** Yes, once $k \ge N$. No label has more than $N$ active spins, so all $4^N$ labels are admitted and the dimension is $4^N$. The full matrix space has dimension $2^N\cdot 2^N = 4^N$ as well, and a subspace of full dimension is the whole space, written `⊤` in Lean.

```lean
/-- If `k ≥ N`, the restricted space is the full Liouville space, and its
dimension is `4 ^ N`. -/
theorem restrictedSpace_eq_top {N k : ℕ} (hk : N ≤ k) :
    restrictedSpace N k = ⊤ ∧ Module.finrank ℂ (restrictedSpace N k) = 4 ^ N := by
  have hall : ∀ p : Label N, correlationOrder p ≤ k := fun p =>
    (card_le_univ (activeSpins p)).trans (by rwa [Fintype.card_fin])
  have hdim : Module.finrank ℂ (restrictedSpace N k) = 4 ^ N := by
    rw [finrank_restrictedSpace, ← card_order_le,
      Finset.filter_true_of_mem fun p _ => hall p]
    simp
  refine ⟨Submodule.eq_top_of_finrank_eq ?_, hdim⟩
  have h4 : (4 : ℕ) ^ N = 2 ^ N * 2 ^ N := by
    rw [← mul_pow]
    norm_num
  rw [hdim, h4, Module.finrank_matrix]
  simp

end

end RestrictedLiouvilleSpace
```

```lean
#print axioms RestrictedLiouvilleSpace.finrank_restrictedSpace_le
-- 'RestrictedLiouvilleSpace.finrank_restrictedSpace_le' depends on axioms: [propext, Classical.choice, Quot.sound]
#print axioms RestrictedLiouvilleSpace.restrictedSpace_eq_top
-- 'RestrictedLiouvilleSpace.restrictedSpace_eq_top' depends on axioms: [propext, Classical.choice, Quot.sound]
```

**Q:** Does the condition $N \le k$ do any work there?

**A:** Take two spins and $k=1$. The dimension is $1 + 2\cdot 3 = 7$, not 16, and $\sigma_x\otimes\sigma_x$ is missing: it is trace-orthogonal to all seven product operators that span the space.

**Q:** Where would I meet this in a simulation?

**A:** When you allocate the state vector. A restricted-basis code can list the labels of order at most $k$ and store one coefficient for each,
$$c_p = 2^{-N}\operatorname{Tr}(P_p\rho),$$
where $\rho$ is the density matrix. The length of that list should be $D(N,k)$. For $N=10$ and $k=3$ it is $1+30+405+3240 = 3676$, against $4^{10} = 1\,048\,576$ for the full space; the bound gives $31^3 = 29\,791$, which is safe but loose.

**Q:** Then large spin systems are cheap to simulate?

**A:** The theorems give the size of the basis for finitely many spins 1/2 at fixed $k$, and that size governs the memory for the state in a restricted simulation. They contain no Hamiltonian, no relaxation and no error estimate. The dynamics need not stay in the space: for two coupled spins,
$$[\sigma_z\otimes\sigma_z,\ \sigma_x\otimes 1] = 2i\,\sigma_y\otimes\sigma_z,$$
which takes order 1 to order 2. Whether the discarded orders matter for your signal depends on the couplings, the relaxation and the duration of the experiment, and needs its own argument.

**Q:** So my doubt should be about the truncation and not about the count.

**A:** Yes. And if $k$ has to grow with $N$ to keep the truncation accurate, the exponent in $(1+3N)^k$ grows too, and the bound is no longer polynomial in $N$.
